# For the Hubbard dimer with one electron of each spin and equal site densities, the Müller interaction energy is the least repulsion over real states in which both spins have a given density matrix

## Two states with the same density matrix

Put one spin-up and one spin-down electron on two sites, labelled 0 and 1. Let $C_{ij}$ be the real amplitude for the up electron on site $i$ and the down electron on site $j$. Compare

$$C_+=\frac1{\sqrt2}\begin{pmatrix}1&0\\0&1\end{pmatrix},\qquad C_-=\frac1{\sqrt2}\begin{pmatrix}0&1\\1&0\end{pmatrix}.$$

Both are normalised, and both give the density matrix $CC^T=C^TC=\tfrac12 I$ for each spin. With on-site repulsion $U$, the first costs $U$, because the sites are always doubly occupied or empty. The second costs nothing.

On $(1,1)$ and $(1,-1)$, $C_+$ has eigenvalues $1/\sqrt2,\,1/\sqrt2$ and $C_-$ has $1/\sqrt2,\,-1/\sqrt2$. The density matrix squares away this sign, but the repulsion depends on it.

## The dimer and its Müller energy

Now let the eigenvectors of each spin's density matrix be the bonding orbital $(1,1)/\sqrt2$, with occupation $n\in[0,1]$, and the antibonding orbital $(1,-1)/\sqrt2$, with occupation $1-n$. The density matrix of each spin is

$$g=\begin{pmatrix}1/2&n-1/2\\n-1/2&1/2\end{pmatrix}.$$

The repulsion is $U(C_{00}^2+C_{11}^2)$. The Müller functional estimates it from $g$ alone, as a Hartree term minus an exchange term containing the positive semidefinite square root $S$ of $g$:

$$E_M=\frac U2\sum_i(2g_{ii})^2-U\sum_i S_{ii}^2=U-U\sum_i S_{ii}^2 .$$

Reduced density matrix functional theory needs the least interaction energy at fixed $g$. For this two-site model with equal site densities and real amplitudes, the Müller approximation gives that minimum exactly.

## The result in words and in Lean

For $U\ge0$ and $0\le n\le1$,

$$\min_{CC^T=C^TC=g}U(C_{00}^2+C_{11}^2)=\frac U2-U\sqrt{n(1-n)}=E_M .$$

In Lean, `rdm n` is $g$, and `eq_rdm_iff` shows that the two eigenvector equations characterise it. `Realises n C` is the pair of constraints, one per spin. `IsLeast` says that the value is attained by an admissible $C$ and bounds all others from below. `muellerEnergy` accepts any matrix `S`; the main theorem assumes that `S` is positive semidefinite with `S * S = rdm n`, and `sqrt_rdm_witness` exhibits such a matrix.

The setting is a pure state of two electrons, one of each spin. Unequal site densities, mixed states and larger lattices are not treated, and hopping does not enter. For complex amplitudes the file states the lower bound; the real minimiser, read as a complex matrix, attains it.

## Bounding the double occupancy

The diagonal entries of the constraints read

$$C_{00}^2+C_{01}^2=C_{10}^2+C_{11}^2=C_{00}^2+C_{10}^2=C_{01}^2+C_{11}^2=\tfrac12 .$$

Hence $C_{00}^2=C_{11}^2=p$ and $C_{01}^2=C_{10}^2=q$, with $p+q=\tfrac12$. The off-diagonal entry of $CC^T$ is

$$u+v=n-\tfrac12,\qquad u=C_{00}C_{10},\quad v=C_{01}C_{11},\qquad u^2=v^2=pq .$$

Since $(u+v)^2=2u^2+2v^2-(u-v)^2\le4pq$,

$$(n-\tfrac12)^2\le4p(\tfrac12-p)=\tfrac14-(2p-\tfrac12)^2 .$$

Rearranging gives $(2p-\tfrac12)^2\le n(1-n)$, so the double occupancy $2p$ lies within $\sqrt{n(1-n)}$ of $\tfrac12$. Multiplying by $U\ge0$ gives the lower bound.

## Reaching both ends

Let $A$ be the symmetric matrix with eigenvalue $s$ on $(1,1)$ and $t$ on $(1,-1)$, where $s^2=n$ and $t^2=1-n$. Then $AA^T=A^TA=A^2=g$. Both diagonal entries are $(s+t)/2$, so the repulsion is

$$\frac U2(s+t)^2=\frac U2+Ust .$$

Taking $s=\sqrt n$ and $t=-\sqrt{1-n}$ gives the minimum. Taking $t=+\sqrt{1-n}$ gives the maximum, $U/2+U\sqrt{n(1-n)}$.

## Evaluating the Müller energy

Write $a=S_{00}$, $b=S_{01}=S_{10}$ and $d=S_{11}$. The entries of $S^2=g$ are

$$a^2+b^2=b^2+d^2=\tfrac12,\qquad b(a+d)=n-\tfrac12 .$$

Positivity gives $a,d\ge0$, so $a=d$ and $2ab=n-\tfrac12$. Positivity on $(1,\pm1)$ gives $a\pm b\ge0$, so $a^2-b^2\ge0$. Moreover

$$(a^2-b^2)^2=(a^2+b^2)^2-4a^2b^2=\tfrac14-(n-\tfrac12)^2=n(1-n).$$

Since $a^2-b^2=2a^2-\tfrac12$, we get $2a^2=\tfrac12+\sqrt{n(1-n)}$, and therefore

$$E_M=U-2Ua^2=\frac U2-U\sqrt{n(1-n)} .$$

Used as an amplitude matrix, $S$ has the greatest repulsion; subtracting that from $U$ leaves the least.

## The complete Lean file

```lean
import Mathlib

open Matrix

namespace HubbardDimerMueller

noncomputable section

/-- The one-spin density matrix, in the site basis, whose eigenvectors are the bonding orbital with
occupation `n` and the antibonding orbital with occupation `1 - n` (physical for `0 ≤ n ≤ 1`). -/
def rdm (n : ℝ) : Matrix (Fin 2) (Fin 2) ℝ := !![1/2, n - 1/2; n - 1/2, 1/2]

/-- The real amplitudes `C i j` (up electron on site `i`, down electron on site `j`) give
the density matrix `rdm n` for both spins. -/
def Realises (n : ℝ) (C : Matrix (Fin 2) (Fin 2) ℝ) : Prop :=
  C * Cᵀ = rdm n ∧ Cᵀ * C = rdm n

/-- The on-site repulsion: `U` times the weight of the doubly occupied configurations. -/
def repulsion (U : ℝ) (C : Matrix (Fin 2) (Fin 2) ℝ) : ℝ := U * (C 0 0 ^ 2 + C 1 1 ^ 2)

/-- The Müller expression for a spin-unpolarised dimer: the Hartree energy of the site densities
`2 g i i`, minus an exchange term built from a matrix `S`. It is the Müller interaction energy when
`S` is the positive semidefinite square root of `g`. -/
def muellerEnergy (U : ℝ) (g S : Matrix (Fin 2) (Fin 2) ℝ) : ℝ :=
  U / 2 * ((2 * g 0 0) ^ 2 + (2 * g 1 1) ^ 2) - U * (S 0 0 ^ 2 + S 1 1 ^ 2)

/-- The symmetric matrix with eigenvalue `s` on `(1,1)` and `t` on `(1,-1)`. -/
def amp (s t : ℝ) : Matrix (Fin 2) (Fin 2) ℝ :=
  !![(s + t) / 2, (s - t) / 2; (s - t) / 2, (s + t) / 2]

/-- A matrix is `rdm n` exactly when it has eigenvalue `n` on the bonding vector `(1,1)` and
`1 - n` on the antibonding vector `(1,-1)`. -/
theorem eq_rdm_iff (n : ℝ) (g : Matrix (Fin 2) (Fin 2) ℝ) :
    g = rdm n ↔ g *ᵥ ![1, 1] = n • ![1, 1] ∧ g *ᵥ ![1, -1] = (1 - n) • ![1, -1] := by
  constructor
  · rintro rfl
    constructor <;> ext i <;> fin_cases i <;>
      simp [rdm, Matrix.mulVec, dotProduct, Fin.sum_univ_two] <;> ring
  · rintro ⟨h, k⟩
    have h0 := congrFun h 0
    have h1 := congrFun h 1
    have k0 := congrFun k 0
    have k1 := congrFun k 1
    simp [Matrix.mulVec, dotProduct, Fin.sum_univ_two] at h0 h1 k0 k1
    ext i j
    fin_cases i <;> fin_cases j <;> simp [rdm] <;> linarith

/-- If `s ^ 2 = n` and `t ^ 2 = 1 - n`, the matrix `amp s t` squares to the density matrix `rdm n`.
-/
theorem amp_mul_self {n s t : ℝ} (hs : s ^ 2 = n) (ht : t ^ 2 = 1 - n) :
    amp s t * amp s t = rdm n := by
  ext i j
  fin_cases i <;> fin_cases j <;>
    simp [amp, rdm, Matrix.mul_apply, Fin.sum_univ_two] <;> nlinarith [hs, ht]

/-- If `s ^ 2 = n` and `t ^ 2 = 1 - n`, the amplitudes `amp s t` give the density matrix
`rdm n`, and their repulsion is `U / 2 + U * s * t`. -/
theorem amp_realises {n s t : ℝ} (U : ℝ) (hs : s ^ 2 = n) (ht : t ^ 2 = 1 - n) :
    Realises n (amp s t) ∧ repulsion U (amp s t) = U / 2 + U * s * t := by
  have hT : (amp s t)ᵀ = amp s t := by
    ext i j
    fin_cases i <;> fin_cases j <;> rfl
  refine ⟨⟨by rw [hT, amp_mul_self hs ht], by rw [hT, amp_mul_self hs ht]⟩, ?_⟩
  change U * (((s + t) / 2) ^ 2 + ((s + t) / 2) ^ 2) = _
  linear_combination U / 2 * (hs + ht)

/-- If weights `p + q = 1/2` carry a coherence `u + v = n - 1/2`, each part of which obeys
the Cauchy-Schwarz bound, then `2 p` lies within `√(n (1 - n))` of `1/2`. -/
theorem weight_window {n p q u v : ℝ} (hpq : p + q = 1/2) (huv : u + v = n - 1/2)
    (hu : u ^ 2 ≤ p * q) (hv : v ^ 2 ≤ p * q) : |2 * p - 1/2| ≤ √(n * (1 - n)) := by
  apply Real.abs_le_sqrt
  have hq : q = 1/2 - p := by linarith
  have hn : n = u + v + 1/2 := by linarith
  subst hq hn
  nlinarith [sq_nonneg (u - v)]

/-- For real amplitudes with density matrix `rdm n`, the double occupancy lies within
`√(n (1 - n))` of `1/2`. -/
theorem double_occupancy_window {n : ℝ} {C : Matrix (Fin 2) (Fin 2) ℝ} (h : Realises n C) :
    |C 0 0 ^ 2 + C 1 1 ^ 2 - 1/2| ≤ √(n * (1 - n)) := by
  have r0 : rdm n 0 0 = 1/2 := rfl
  have r1 : rdm n 1 1 = 1/2 := rfl
  have r2 : rdm n 0 1 = n - 1/2 := rfl
  have a0 := congrFun (congrFun h.1 0) 0
  have a1 := congrFun (congrFun h.1 0) 1
  have b0 := congrFun (congrFun h.2 0) 0
  have b1 := congrFun (congrFun h.2 1) 1
  simp only [Matrix.mul_apply, Fin.sum_univ_two, Matrix.transpose_apply, r0, r1, r2]
    at a0 a1 b0 b1
  -- both diagonal weights agree, and so do both off-diagonal ones
  have hc : C 1 0 ^ 2 = C 0 1 ^ 2 := by linarith
  have hd : C 1 1 ^ 2 = C 0 0 ^ 2 := by linarith
  have key := weight_window (p := C 0 0 ^ 2) (q := C 0 1 ^ 2) (by linarith) a1
    (le_of_eq (by linear_combination C 0 0 ^ 2 * hc))
    (le_of_eq (by linear_combination C 0 1 ^ 2 * hd))
  rwa [hd, ← two_mul]

/-- For `U ≥ 0` and `0 ≤ n ≤ 1`, the least repulsion among real amplitudes with density matrix
`rdm n` is `U/2 - U √(n (1 - n))`, and this is the Müller energy `U - U ∑ i, (S i i)^2`, where
`S` is the positive semidefinite square root of `rdm n`. -/
theorem minimum_eq_mueller {U n : ℝ} (hU : 0 ≤ U) (h0 : 0 ≤ n) (h1 : n ≤ 1)
    {S : Matrix (Fin 2) (Fin 2) ℝ} (hS : S.PosSemidef) (hSS : S * S = rdm n) :
    IsLeast (repulsion U '' {C | Realises n C}) (U / 2 - U * √(n * (1 - n))) ∧
      muellerEnergy U (rdm n) S = U - U * ∑ i, S i i ^ 2 ∧
      muellerEnergy U (rdm n) S = U / 2 - U * √(n * (1 - n)) := by
  have r0 : rdm n 0 0 = 1/2 := rfl
  have r1 : rdm n 1 1 = 1/2 := rfl
  have r2 : rdm n 0 1 = n - 1/2 := rfl
  refine ⟨⟨?_, ?_⟩, ?_, ?_⟩
  · -- opposite signs of the two natural amplitudes reach the minimum
    have hm := amp_realises (n := n) (s := √n) (t := -√(1 - n)) U (Real.sq_sqrt h0)
      (by rw [neg_sq, Real.sq_sqrt (by linarith)])
    refine ⟨_, hm.1, ?_⟩
    rw [hm.2, Real.sqrt_mul h0]
    ring
  · rintro E ⟨C, hC, rfl⟩
    have hw := (abs_le.1 (double_occupancy_window hC)).1
    unfold repulsion
    nlinarith [mul_le_mul_of_nonneg_left hw hU]
  · simp only [muellerEnergy, r0, r1, Fin.sum_univ_two]
    ring
  · have ht : S 1 0 = S 0 1 := by simpa using hS.isHermitian.apply 0 1
    have q : ∀ x y : ℝ,
        0 ≤ x * (S 0 0 * x + S 0 1 * y) + y * (S 1 0 * x + S 1 1 * y) := by
      intro x y
      have h := hS.dotProduct_mulVec_nonneg ![x, y]
      simpa [Matrix.mulVec, dotProduct, Fin.sum_univ_two] using h
    have a0 := congrFun (congrFun hSS 0) 0
    have a1 := congrFun (congrFun hSS 0) 1
    have a2 := congrFun (congrFun hSS 1) 1
    simp only [Matrix.mul_apply, Fin.sum_univ_two, r0, r1, r2, ht] at a0 a1 a2
    have hs : 0 ≤ S 0 0 := by linarith [q 1 0]
    have hr : 0 ≤ S 1 1 := by linarith [q 0 1]
    have hsr : S 1 1 = S 0 0 := (sq_eq_sq₀ hr hs).1 (by linarith)
    have p1 : 0 ≤ S 0 0 + S 0 1 := by linarith [q 1 1]
    have p2 : 0 ≤ S 0 0 - S 0 1 := by linarith [q 1 (-1)]
    rw [hsr] at a1
    -- positivity selects the upper root for the diagonal of `S`
    have hpos : 0 ≤ 2 * S 0 0 ^ 2 - 1/2 := by nlinarith [mul_nonneg p1 p2]
    have hsq : (2 * S 0 0 ^ 2 - 1/2) ^ 2 = n * (1 - n) := by
      linear_combination 4 * S 0 0 ^ 2 * a0 - (2 * S 0 0 * S 0 1 + (n - 1/2)) * a1
    rw [← hsq, Real.sqrt_sq hpos]
    simp only [muellerEnergy, r0, r1, hsr]
    ring

/-- For `0 ≤ n ≤ 1`, the matrix `amp (√n) (√(1 - n))` is a positive semidefinite square root of
`rdm n`. -/
theorem sqrt_rdm_witness {n : ℝ} (h0 : 0 ≤ n) (h1 : n ≤ 1) :
    (amp (√n) (√(1 - n))).PosSemidef ∧
      amp (√n) (√(1 - n)) * amp (√n) (√(1 - n)) = rdm n := by
  refine ⟨Matrix.PosSemidef.of_dotProduct_mulVec_nonneg ?_ ?_,
    amp_mul_self (Real.sq_sqrt h0) (Real.sq_sqrt (by linarith))⟩
  · ext i j
    fin_cases i <;> fin_cases j <;> simp [amp]
  · intro x
    have key : ∀ s t : ℝ, star x ⬝ᵥ (amp s t *ᵥ x) =
        s * (x 0 + x 1) ^ 2 / 2 + t * (x 0 - x 1) ^ 2 / 2 := by
      intro s t
      simp [amp, Matrix.mulVec, dotProduct, Fin.sum_univ_two]
      ring
    rw [key]
    positivity

/-- For `U ≥ 0` and `0 ≤ n ≤ 1`, the greatest repulsion among real amplitudes with density
matrix `rdm n` is `U/2 + U √(n (1 - n))`. -/
theorem maximum_repulsion {U n : ℝ} (hU : 0 ≤ U) (h0 : 0 ≤ n) (h1 : n ≤ 1) :
    IsGreatest (repulsion U '' {C | Realises n C}) (U / 2 + U * √(n * (1 - n))) := by
  constructor
  · have hm := amp_realises (n := n) (s := √n) (t := √(1 - n)) U (Real.sq_sqrt h0)
      (Real.sq_sqrt (by linarith))
    refine ⟨_, hm.1, ?_⟩
    rw [hm.2, Real.sqrt_mul h0]
    ring
  · rintro E ⟨C, hC, rfl⟩
    have hw := (abs_le.1 (double_occupancy_window hC)).2
    unfold repulsion
    nlinarith [mul_le_mul_of_nonneg_left hw hU]

/-- For `U ≥ 0`, complex amplitudes with density matrix `rdm n` for both spins also have
repulsion at least `U/2 - U √(n (1 - n))`. -/
theorem complex_lower_bound {U n : ℝ} (hU : 0 ≤ U) {C : Matrix (Fin 2) (Fin 2) ℂ}
    (hup : C * Cᴴ = (rdm n).map Complex.ofReal)
    (hdown : Cᴴ * C = (rdm n).map Complex.ofReal) :
    U / 2 - U * √(n * (1 - n)) ≤ U * (Complex.normSq (C 0 0) + Complex.normSq (C 1 1)) := by
  have r0 : rdm n 0 0 = 1/2 := rfl
  have r1 : rdm n 1 1 = 1/2 := rfl
  have r2 : rdm n 0 1 = n - 1/2 := rfl
  have a0 := congrArg Complex.re (congrFun (congrFun hup 0) 0)
  have a1 := congrArg Complex.re (congrFun (congrFun hup 0) 1)
  have b0 := congrArg Complex.re (congrFun (congrFun hdown 0) 0)
  have b1 := congrArg Complex.re (congrFun (congrFun hdown 1) 1)
  simp only [Matrix.mul_apply, Fin.sum_univ_two, Matrix.conjTranspose_apply, Matrix.map_apply,
    Complex.add_re, Complex.mul_re, Complex.star_def, Complex.conj_re, Complex.conj_im,
    Complex.ofReal_re, r0, r1, r2] at a0 a1 b0 b1
  have cs : ∀ z w : ℂ, (z.re * w.re + z.im * w.im) ^ 2 ≤
      Complex.normSq z * Complex.normSq w := by
    intro z w
    simp only [Complex.normSq_apply]
    nlinarith [sq_nonneg (z.re * w.im - z.im * w.re)]
  have hab : Complex.normSq (C 0 0) + Complex.normSq (C 0 1) = 1/2 := by
    simp only [Complex.normSq_apply]; linarith
  have hc : Complex.normSq (C 1 0) = Complex.normSq (C 0 1) := by
    simp only [Complex.normSq_apply]; linarith
  have hd : Complex.normSq (C 1 1) = Complex.normSq (C 0 0) := by
    simp only [Complex.normSq_apply]; linarith
  have hu := cs (C 0 0) (C 1 0)
  have hv := cs (C 0 1) (C 1 1)
  rw [hc] at hu
  rw [hd, mul_comm (Complex.normSq (C 0 1))] at hv
  have hw := (abs_le.1 (weight_window (n := n) hab (by linarith) hu hv)).1
  rw [hd]
  nlinarith [mul_le_mul_of_nonneg_left hw hU]

end

end HubbardDimerMueller
```

```lean
#print axioms HubbardDimerMueller.eq_rdm_iff
#print axioms HubbardDimerMueller.minimum_eq_mueller
#print axioms HubbardDimerMueller.maximum_repulsion
#print axioms HubbardDimerMueller.complex_lower_bound
```

```
'HubbardDimerMueller.eq_rdm_iff' depends on axioms: [propext, Classical.choice, Quot.sound]
'HubbardDimerMueller.minimum_eq_mueller' depends on axioms: [propext, Classical.choice, Quot.sound]
'HubbardDimerMueller.maximum_repulsion' depends on axioms: [propext, Classical.choice, Quot.sound]
'HubbardDimerMueller.complex_lower_bound' depends on axioms: [propext, Classical.choice, Quot.sound]
```

## From the matrix entries to the theorems

`double_occupancy_window` reads off the entries of the constraints with `congrFun`, derives the equal weights by `linarith`, and passes them to `weight_window`. `amp_realises` supplies the matrices $A$ and their repulsion. Together they prove the two halves of `IsLeast` in `minimum_eq_mueller`, and of `IsGreatest` in `maximum_repulsion`.

The last part of `minimum_eq_mueller` evaluates the quadratic form of `S` on chosen vectors. `hpos` records $2a^2-\tfrac12\ge0$ and `hsq` its square; `Real.sqrt_sq` then selects the correct root.

In `complex_lower_bound`, $u$ and $v$ become the real parts of $C_{00}\overline{C_{10}}$ and $C_{01}\overline{C_{11}}$. The local fact `cs` is the Cauchy–Schwarz inequality that replaces $u^2=v^2=pq$ by $u^2,v^2\le pq$. This is why `weight_window` assumes only inequalities.

## A closer look at `Real.abs_le_sqrt`

This Mathlib lemma turns $x^2\le y$ into $|x|\le\sqrt y$. Applied at the start of `weight_window`, it removes the square root and the absolute value together, leaving the polynomial goal $(2p-\tfrac12)^2\le n(1-n)$.

After $q$ and $n$ are eliminated, `nlinarith` needs only the two bounds on $u^2$ and $v^2$ and the hint `sq_nonneg (u - v)`, the square dropped in the derivation above. The resulting absolute value holds both bounds: `abs_le` splits it, and the `.1` half serves the minimum while the `.2` half serves the maximum.
